# The Wronskian relation makes the logarithmic derivative fall with energy where the boundary value has no zero

Suppose the energy parameter of an LAPW radial function is to be fixed by a boundary condition at the muffin-tin sphere, for instance zero radial slope. If the logarithmic derivative could fall and then rise again as the energy grows, several energies in the search window might meet the condition, and a root search would return whichever one its starting point led to. For a single radial channel that obeys the Wronskian relation below, this cannot happen in an energy window where the boundary value has no zero.

## The energy derivative of D

Let φ(r, E) be the radial function of one angular momentum channel, and let R > 0 be the sphere radius. Write u(E) = φ(R, E) for the boundary value and s(E) for the radial slope ∂φ/∂r at r = R. Primes denote energy derivatives. On an open energy interval, u and s are assumed differentiable, with

R² (s u' − u s') = 1.

This condition is assumed, not derived from a potential. It stands for the normalisation ∫₀ᴿ r² φ² dr = 1 of a regular solution of the radial Schrödinger equation with a local, energy-independent potential, in Rydberg units. The left side is the boundary term left when that equation is combined with its energy derivative and integrated over the sphere.

Where u ≠ 0, define the dimensionless logarithmic derivative

D = R s/u.

The quotient rule gives

D' = R (s' u − s u')/u² = −R (s u' − u s')/u².

The bracket on the right equals 1/R², so

D' = −1/(R u²) < 0.

## From the slope to energy differences

Take two energies E₁ < E₂ in the interval, with u nonzero from E₁ to E₂. By the mean value theorem there is an energy c strictly between them with

(D(E₂) − D(E₁))/(E₂ − E₁) = −1/(R u(c)²),

which rearranges to

E₂ − E₁ = R u(c)² (D(E₁) − D(E₂)).

The left side and the factor R u(c)² are positive, so D(E₂) < D(E₁). If u has no zero in the whole interval, D is therefore strictly decreasing there and takes each value at most once, the value zero included. If moreover |u| ≤ M from E₁ to E₂, then u(c)² ≤ M² and

E₂ − E₁ ≤ R M² (D(E₁) − D(E₂)).

Now drop the assumption that u is nonzero from E₁ to E₂, and let the same matching condition R s = d u hold at both energies, for a fixed number d. At such an energy u cannot vanish: u = 0 would force s = 0, and the Wronskian relation would read 0 = 1. Hence D = d at both energies. If u had no zero between them, D would have to decrease strictly from d to d, which is impossible. So u vanishes somewhere in between.

## A cosine boundary value with R = 2

The pair u = cos E/R, s = −sin E/R satisfies the Wronskian relation, because the left side becomes sin² E + cos² E. It serves as a mathematical example and is not tied to a particular potential. Here D = −R tan E.

Take R = 2, E₁ = 0 and E₂ = π/4. Then D falls from 0 to −2, and its slope goes from −2 to −4, in agreement with −1/(R u²) for u² = 1/4 and u² = 1/8. The energy difference is π/4 ≈ 0.785. The mean value relation requires 4 u(c)² = π/4, so cos² c = π/4 and c ≈ 0.48, which lies between the two energies. With M = 1/2 the upper bound on the energy difference is 2 · (1/4) · 2 = 1.

## Boundary data and D in Lean

```lean
import Mathlib

open Set

namespace LAPWLogDerivative

noncomputable section
```

The structure `BoundaryData` collects the assumptions on the open interval `Ioo a b`. The functions `du` and `ds` are u' and s'; `HasDerivAt u (du E) E` says that u is differentiable at E with derivative `du E`. The value 1 in `wronskian` corresponds to unit normalisation in Rydberg units. That u is nonzero is not part of the structure, so each theorem states where it needs this.

```lean
/-- Boundary value `u` and radial slope `s` at a sphere of radius `R > 0`, as functions of the
energy in the open interval `(a, b)`, with energy derivatives `du` and `ds` that obey the
Wronskian relation `R² (s du - u ds) = 1`. -/
structure BoundaryData (R a b : ℝ) (u s du ds : ℝ → ℝ) : Prop where
  radius_pos : 0 < R
  value_deriv : ∀ E ∈ Ioo a b, HasDerivAt u (du E) E
  slope_deriv : ∀ E ∈ Ioo a b, HasDerivAt s (ds E) E
  wronskian : ∀ E ∈ Ioo a b, R ^ 2 * (s E * du E - u E * ds E) = 1
```

The slope s enters as a function in its own right. No radial equation appears, and nothing links s to u except the Wronskian relation.

```lean
/-- The dimensionless logarithmic derivative `D(E) = R s(E) / u(E)` at the sphere, meaningful
at energies where `u(E) ≠ 0`. -/
def logD (R : ℝ) (u s : ℝ → ℝ) (E : ℝ) : ℝ := R * s E / u E
```

## The quotient rule meets the Wronskian

The first theorem is the local formula for D', at a single energy where u ≠ 0. The step `hq` is the quotient rule. After the denominators are cleared, `linear_combination` closes the remaining identity with −u² times the Wronskian relation.

```lean
variable {R a b : ℝ} {u s du ds : ℝ → ℝ}

/-- Assume `BoundaryData`, which includes the Wronskian relation. At an energy of the interval where
the boundary value is nonzero, the logarithmic derivative has energy derivative `-1 / (R u²)`. -/
theorem hasDerivAt_logD (h : BoundaryData R a b u s du ds) {E : ℝ} (hE : E ∈ Ioo a b)
    (hu : u E ≠ 0) : HasDerivAt (logD R u s) (-1 / (R * u E ^ 2)) E := by
  have hq : HasDerivAt (logD R u s)
      ((R * ds E * u E - R * s E * du E) / u E ^ 2) E :=
    ((h.slope_deriv E hE).const_mul R).fun_div (h.value_deriv E hE) hu
  refine hq.congr_deriv ?_
  -- the numerator of the quotient rule is `-R` times the bracket in the Wronskian relation
  rw [div_eq_div_iff (pow_ne_zero 2 hu) (mul_ne_zero h.radius_pos.ne' (pow_ne_zero 2 hu))]
  linear_combination (-(u E) ^ 2) * h.wronskian E hE
```

## Strict decrease and at most one zero

The mean value relation comes next. In the proof, `hd` supplies the derivative on the closed interval `Icc E₁ E₂`, `exists_hasDerivAt_eq_slope` is the mean value theorem, and the last lines clear denominators to reach the form found by hand.

```lean
/-- Assume `BoundaryData`, which includes the Wronskian relation, and let `E₁ < E₂` lie in its
interval. If the boundary value has no zero from `E₁` to `E₂`, the energy difference equals the drop
of the logarithmic derivative times `R u²`, taken at some energy in between. -/
theorem energy_difference_eq (h : BoundaryData R a b u s du ds) {E₁ E₂ : ℝ}
    (h₁ : E₁ ∈ Ioo a b) (h₂ : E₂ ∈ Ioo a b) (h12 : E₁ < E₂)
    (hu : ∀ E ∈ Icc E₁ E₂, u E ≠ 0) :
    ∃ c ∈ Ioo E₁ E₂, E₂ - E₁ = R * u c ^ 2 * (logD R u s E₁ - logD R u s E₂) := by
  have hd : ∀ E ∈ Icc E₁ E₂, HasDerivAt (logD R u s) (-1 / (R * u E ^ 2)) E := fun E hE =>
    hasDerivAt_logD h ⟨lt_of_lt_of_le h₁.1 hE.1, lt_of_le_of_lt hE.2 h₂.2⟩ (hu E hE)
  -- mean value theorem for the logarithmic derivative
  obtain ⟨c, hc, hslope⟩ := exists_hasDerivAt_eq_slope (logD R u s)
    (fun E => -1 / (R * u E ^ 2)) h12
    (fun E hE => (hd E hE).continuousAt.continuousWithinAt)
    (fun E hE => hd E (Ioo_subset_Icc_self hE))
  have hs : -1 / (R * u c ^ 2) = (logD R u s E₂ - logD R u s E₁) / (E₂ - E₁) := hslope
  have hne : R * u c ^ 2 ≠ 0 :=
    mul_ne_zero h.radius_pos.ne' (pow_ne_zero 2 (hu c (Ioo_subset_Icc_self hc)))
  rw [div_eq_div_iff hne (sub_pos.2 h12).ne'] at hs
  exact ⟨c, hc, by linear_combination -hs⟩
```

The sign argument then gives the decrease between two energies: `hpos` is the positivity of R u(c)², `hprod` that of the whole product, and the drop of D must be positive too.

```lean
/-- Assume `BoundaryData`, which includes the Wronskian relation, and let `E₁` and `E₂` lie in its
interval. If the boundary value has no zero from `E₁` to `E₂ > E₁`, the logarithmic derivative is
smaller at `E₂` than at `E₁`. -/
theorem logD_lt (h : BoundaryData R a b u s du ds) {E₁ E₂ : ℝ}
    (h₁ : E₁ ∈ Ioo a b) (h₂ : E₂ ∈ Ioo a b) (h12 : E₁ < E₂)
    (hu : ∀ E ∈ Icc E₁ E₂, u E ≠ 0) : logD R u s E₂ < logD R u s E₁ := by
  obtain ⟨c, hc, heq⟩ := energy_difference_eq h h₁ h₂ h12 hu
  have hR := h.radius_pos
  have huc := hu c (Ioo_subset_Icc_self hc)
  have hpos : 0 < R * u c ^ 2 := by positivity
  have hprod : 0 < R * u c ^ 2 * (logD R u s E₁ - logD R u s E₂) := by
    rw [← heq]
    exact sub_pos.2 h12
  exact sub_pos.1 ((mul_pos_iff_of_pos_left hpos).1 hprod)
```

The main theorem assumes that u is nonzero throughout the interval and has three parts: the derivative formula at every energy, strict decrease on the interval (`StrictAntiOn`), and the statement that the set of zeros of D is a `Subsingleton`, which means that it has at most one element. The last part follows from the injectivity of a strictly decreasing function.

```lean
/-- Assume `BoundaryData`, which includes the Wronskian relation. If the boundary value is nonzero
throughout the energy interval, the logarithmic derivative has energy derivative `-1 / (R u²)`, is
strictly decreasing, and vanishes for at most one energy of the interval. -/
theorem logD_strictly_decreasing (h : BoundaryData R a b u s du ds)
    (hu : ∀ E ∈ Ioo a b, u E ≠ 0) :
    (∀ E ∈ Ioo a b, HasDerivAt (logD R u s) (-1 / (R * u E ^ 2)) E) ∧
      StrictAntiOn (logD R u s) (Ioo a b) ∧
      {E | E ∈ Ioo a b ∧ logD R u s E = 0}.Subsingleton := by
  have hanti : StrictAntiOn (logD R u s) (Ioo a b) := fun E₁ h₁ E₂ h₂ h12 =>
    logD_lt h h₁ h₂ h12 fun E hE =>
      hu E ⟨lt_of_lt_of_le h₁.1 hE.1, lt_of_le_of_lt hE.2 h₂.2⟩
  refine ⟨fun E hE => hasDerivAt_logD h hE (hu E hE), hanti, ?_⟩
  intro E₁ h₁ E₂ h₂
  exact hanti.injOn h₁.1 h₂.1 (h₁.2.trans h₂.2.symm)
```

A zero need not exist. For the cosine pair on the interval (0.1, 1), D = −R tan E is negative throughout.

## A bound on the energy difference

With |u| ≤ M, the exact relation becomes an inequality. The step `hsq` is u(c)² ≤ M², and multiplying by R and by the positive drop of D keeps the direction of the inequality.

```lean
/-- Assume `BoundaryData`, which includes the Wronskian relation, and let `E₁ < E₂` lie in its
interval. If the boundary value has no zero and is at most `M` in magnitude from `E₁` to `E₂`, the
two energies differ by at most `R M²` times the drop of the logarithmic derivative. -/
theorem energy_difference_le (h : BoundaryData R a b u s du ds) {E₁ E₂ M : ℝ}
    (h₁ : E₁ ∈ Ioo a b) (h₂ : E₂ ∈ Ioo a b) (h12 : E₁ < E₂)
    (hu : ∀ E ∈ Icc E₁ E₂, u E ≠ 0) (hM : ∀ E ∈ Icc E₁ E₂, |u E| ≤ M) :
    E₂ - E₁ ≤ R * M ^ 2 * (logD R u s E₁ - logD R u s E₂) := by
  obtain ⟨c, hc, heq⟩ := energy_difference_eq h h₁ h₂ h12 hu
  have hdrop := sub_pos.2 (logD_lt h h₁ h₂ h12 hu)
  have hb := abs_le.1 (hM c (Ioo_subset_Icc_self hc))
  have hsq : u c ^ 2 ≤ M ^ 2 := by nlinarith [hb.1, hb.2]
  rw [heq]
  exact mul_le_mul_of_nonneg_right
    (mul_le_mul_of_nonneg_left hsq h.radius_pos.le) hdrop.le
```

## Equal matching conditions enclose a zero of u

The matching condition is written as R s = d u, without division, so it makes sense before u is known to be nonzero. The step `hend` shows that u ≠ 0 at any matching energy. The proof then assumes that there is no zero strictly between E₁ and E₂; the two `rcases` lines separate the endpoints from the interior, so that u is nonzero on the closed interval. The decrease of D then yields d < d.

```lean
/-- Assume `BoundaryData`, which includes the Wronskian relation. If the same matching condition
`R s = d u` holds at two different energies of the interval, the boundary value vanishes at some
energy between them. -/
theorem exists_zero_between_matches (h : BoundaryData R a b u s du ds) {E₁ E₂ d : ℝ}
    (h₁ : E₁ ∈ Ioo a b) (h₂ : E₂ ∈ Ioo a b) (h12 : E₁ < E₂)
    (m₁ : R * s E₁ = d * u E₁) (m₂ : R * s E₂ = d * u E₂) :
    ∃ E ∈ Ioo E₁ E₂, u E = 0 := by
  -- value and slope cannot vanish together, so `u` is nonzero at a matching energy
  have hend : ∀ E ∈ Ioo a b, R * s E = d * u E → u E ≠ 0 := by
    intro E hE hm h0
    have hs : s E = 0 := by
      rw [h0, mul_zero] at hm
      exact (mul_eq_zero.1 hm).resolve_left h.radius_pos.ne'
    have hw := h.wronskian E hE
    rw [h0, hs] at hw
    norm_num at hw
  by_contra hno
  have hu : ∀ E ∈ Icc E₁ E₂, u E ≠ 0 := by
    intro E hE h0
    rcases eq_or_lt_of_le hE.1 with e | l
    · exact hend E₁ h₁ m₁ (by rw [e]; exact h0)
    rcases eq_or_lt_of_le hE.2 with e | r
    · exact hend E₂ h₂ m₂ (by rw [← e]; exact h0)
    exact hno ⟨E, ⟨l, r⟩, h0⟩
  have d₁ : logD R u s E₁ = d := (div_eq_iff (hend E₁ h₁ m₁)).2 m₁
  have d₂ : logD R u s E₂ = d := (div_eq_iff (hend E₂ h₂ m₂)).2 m₂
  have hlt := logD_lt h h₁ h₂ h12 hu
  rw [d₁, d₂] at hlt
  exact lt_irrefl d hlt
```

For LAPW energy parameters chosen by a fixed logarithmic derivative at the sphere, this means that in a single channel with the assumed Wronskian relation, two different energies that meet the condition always have a node of the radial function passing through the sphere boundary at some energy between them.

## The cosine pair, and two zeros of D

The example satisfies the assumptions for every R > 0 and on every open energy interval. The derivatives are those of sine and cosine, and the Wronskian relation reduces to sin² E + cos² E = 1.

```lean
/-- For every `R > 0`, the value `cos E / R` and slope `-sin E / R` satisfy the Wronskian
relation on every open energy interval. -/
theorem trigonometric_boundaryData (hR : 0 < R) (a b : ℝ) :
    BoundaryData R a b (fun E => Real.cos E / R) (fun E => -Real.sin E / R)
      (fun E => -Real.sin E / R) (fun E => -Real.cos E / R) where
  radius_pos := hR
  value_deriv E _ := (Real.hasDerivAt_cos E).div_const R
  slope_deriv E _ := (Real.hasDerivAt_sin E).fun_neg.div_const R
  wronskian E _ := by
    have hne : R ≠ 0 := hR.ne'
    calc R ^ 2 * (-Real.sin E / R * (-Real.sin E / R) - Real.cos E / R * (-Real.cos E / R))
        = Real.sin E ^ 2 + Real.cos E ^ 2 := by
          field_simp
          ring
      _ = 1 := Real.sin_sq_add_cos_sq E
```

On (−π/2, π/2) the cosine is positive, so all hypotheses of the main theorem are met there.

```lean
/-- For every `R > 0`, on the energy interval `(-π/2, π/2)`, the value `cos E / R` and slope
`-sin E / R` satisfy the Wronskian relation, and the value has no zero. -/
theorem logD_strictly_decreasing_witness (hR : 0 < R) :
    BoundaryData R (-(Real.pi / 2)) (Real.pi / 2)
      (fun E => Real.cos E / R) (fun E => -Real.sin E / R)
      (fun E => -Real.sin E / R) (fun E => -Real.cos E / R) ∧
    ∀ E ∈ Ioo (-(Real.pi / 2)) (Real.pi / 2), Real.cos E / R ≠ 0 :=
  ⟨trigonometric_boundaryData hR _ _, fun _ hE =>
    (div_pos (Real.cos_pos_of_mem_Ioo hE) hR).ne'⟩
```

On a longer interval such as (−1, 4), u has exactly one zero, at π/2, and D vanishes at both 0 and π. A single zero of u in the interval can thus be enough to break uniqueness. The theorem also records that u ≠ 0 at 0 and at π, so these are true zeros of D; at π/2 itself Lean's `logD` returns 0 as well, but only because division by zero is defined to give 0.

```lean
/-- Let `R > 0`. For the value `cos E / R` and slope `-sin E / R` the logarithmic derivative
vanishes at both `E = 0` and `E = π`, where the value is nonzero; the value vanishes at `E = π/2`.
-/
theorem two_zeros_across_pole (hR : 0 < R) :
    (logD R (fun E => Real.cos E / R) (fun E => -Real.sin E / R) 0 = 0 ∧
      Real.cos 0 / R ≠ 0) ∧
    (logD R (fun E => Real.cos E / R) (fun E => -Real.sin E / R) Real.pi = 0 ∧
      Real.cos Real.pi / R ≠ 0) ∧
    Real.cos (Real.pi / 2) / R = 0 := by
  have hne : R ≠ 0 := hR.ne'
  refine ⟨⟨?_, ?_⟩, ⟨?_, ?_⟩, ?_⟩ <;> simp [logD, hne]

end

end LAPWLogDerivative
```

```lean
#print axioms LAPWLogDerivative.hasDerivAt_logD
#print axioms LAPWLogDerivative.logD_strictly_decreasing
#print axioms LAPWLogDerivative.exists_zero_between_matches
#print axioms LAPWLogDerivative.two_zeros_across_pole
```

```
'LAPWLogDerivative.hasDerivAt_logD' depends on axioms: [propext, Classical.choice, Quot.sound]
'LAPWLogDerivative.logD_strictly_decreasing' depends on axioms: [propext, Classical.choice, Quot.sound]
'LAPWLogDerivative.exists_zero_between_matches' depends on axioms: [propext, Classical.choice, Quot.sound]
'LAPWLogDerivative.two_zeros_across_pole' depends on axioms: [propext, Classical.choice, Quot.sound]
```
